# Convolution of two exponential cusps in bipolar form: the closed form $\pi e^{-R}(1+R+R^2/3)$ and a first odd Taylor term at $R^5$

## Definitions and conventions

```lean
import Mathlib

open Real Set Filter Topology MeasureTheory

namespace CuspConvolution

noncomputable section
```

A cusp function is $e^{-u}$, where $u$ is the distance from its centre. It is continuous at the centre and has a kink there. The exponent is 1 for both centres, which says that the two functions decay equally fast and that their decay length is the unit of length; in Bohr radii this is the shape of the hydrogen 1s orbital.

```lean
/-- Radial profile `exp (-u)` of a cusp function, `u` being the distance from its centre. -/
def cusp (u : ℝ) : ℝ := exp (-u)
```

Place two centres a distance $R>0$ apart, and let $r$ and $u$ be the distances of a point $\mathbf x$ from the first and the second. In spherical coordinates $(r,\theta,\varphi)$ about the first centre, with the polar axis through the second, $u^2=r^2+R^2-2rR\cos\theta$. At fixed $r$ this gives $u\,du=rR\sin\theta\,d\theta$, so the volume element $r^2\sin\theta\,dr\,d\theta\,d\varphi$ becomes $(ru/R)\,dr\,du\,d\varphi$, and $u$ runs from $|r-R|$ to $r+R$. The angle $\varphi$ contributes $2\pi$, and $\int e^{-r}e^{-u}\,d^3x$ turns into

$$C(R)=\frac{2\pi}{R}\int_0^\infty r e^{-r}S(R,r)\,dr,\qquad S(R,r)=\int_{|r-R|}^{r+R}u e^{-u}\,du .$$

The Lean code takes this formula as the definition of $C$; the change of variables from three dimensions is assumed in it and not derived. The inner integral $S$ is `shell`, an oriented interval integral.

```lean
/-- Inner bipolar integral: `u exp (-u)` integrated over the distances `u` to the second
centre, from `|r - R|` to `r + R`. -/
def shell (R r : ℝ) : ℝ := ∫ u in |r - R|..(r + R), u * cusp u
```

The outer integrand $f(r)=re^{-r}S(R,r)$ is `integrand R r`.

```lean
/-- Integrand of the outer bipolar integral over the distance `r` to the first centre. -/
def integrand (R r : ℝ) : ℝ := r * cusp r * shell R r
```

$C(R)$ is `bipolarConv R`, a Lebesgue integral over `Ioi (0 : ℝ)`, the half-line $r>0$.

```lean
/-- Convolution of two cusps at separation `R`, in bipolar form. -/
def bipolarConv (R : ℝ) : ℝ := 2 * π / R * ∫ r in Ioi (0 : ℝ), integrand R r
```

The function to be compared with $C$ is $g(R)=\pi e^{-R}(1+R+R^2/3)$, defined for all real $R$. The cusps are unnormalised: $\int e^{-2r}\,d^3x=\pi$, so for the normalised functions $e^{-r}/\sqrt\pi$ every value of $C$ and $g$ and every coefficient below is divided by $\pi$.

```lean
/-- The closed form `π exp (-R) (1 + R + R² / 3)`. -/
def closedForm (R : ℝ) : ℝ := π * exp (-R) * (1 + R + R ^ 2 / 3)
```

The Taylor coefficients are $t_n=g^{(n)}(0)/n!$ for $n=0,1,2,\dots$ They are taken from $g$ and not from $C$, because Lean's division by zero makes `bipolarConv` vanish at $R=0$ while $g(0)=\pi$. Part (h) connects them to the integral.

```lean
/-- Taylor coefficient of `Rⁿ` of the closed form at `R = 0`. -/
def taylorCoeff (n : ℕ) : ℝ := iteratedDeriv n closedForm 0 / n.factorial
```

One auxiliary family supplies the exponential antiderivatives: `expQuad k a b c x` is $e^{-kx}p(x)$ with $p(x)=ax^2+bx+c$ and real $k,a,b,c$.

```lean
/-- The exponential `exp (-k x)` times the quadratic `a x² + b x + c`. -/
def expQuad (k a b c x : ℝ) : ℝ := exp (-(k * x)) * (a * x ^ 2 + b * x + c)
```

## (a) An exponential times a quadratic

Show that the derivative of $e^{-kx}p(x)$ is $e^{-kx}\,(p'(x)-kp(x))$ for all real $x$.

The chain rule gives $(e^{-kx})'=-ke^{-kx}$, and $p'=2ax+b$. The product rule then gives $e^{-kx}\,[\,2ax+b-k(ax^2+bx+c)\,]$.

`HasDerivAt` states differentiability at $x$ together with the value of the derivative. `h1` differentiates the exponent, `h2` the quadratic, and `h1.exp.fun_mul h2` is the chain rule followed by the product rule.

```lean
/-- The derivative of `exp (-k x) p(x)` for quadratic `p` is `exp (-k x) (p' - k p)`. -/
theorem hasDerivAt_expQuad (k a b c x : ℝ) :
    HasDerivAt (expQuad k a b c)
      (exp (-(k * x)) * (2 * a * x + b - k * (a * x ^ 2 + b * x + c))) x := by
  have h1 : HasDerivAt (fun x : ℝ => -(k * x)) (-k) x :=
    ((hasDerivAt_id' x).const_mul k).fun_neg.congr_deriv (by ring)
  have h2 : HasDerivAt (fun x : ℝ => a * x ^ 2 + b * x + c) (2 * a * x + b) x :=
    ((((hasDerivAt_pow 2 x).const_mul a).fun_add
      ((hasDerivAt_id' x).const_mul b)).add_const c).congr_deriv (by ring)
  exact (h1.exp.fun_mul h2).congr_deriv (by ring)
```

## (b) The inner integral

Show that $S(R,r)=(|r-R|+1)e^{-|r-R|}-(r+R+1)e^{-(r+R)}$.

Take $k=1$ and $p(u)=-u-1$ in (a). Then $p'-p=-1+u+1=u$, so $-(u+1)e^{-u}$ is an antiderivative of $ue^{-u}$. Its value at the upper limit $r+R$ minus its value at the lower limit $|r-R|$ is the stated expression.

The theorem has no sign condition on $R$ or $r$, since an oriented integral obeys the fundamental theorem of calculus whatever the order of its limits. `hd` is the antiderivative, and the continuity `hc` makes the integrand integrable on the interval.

```lean
/-- The inner bipolar integral in closed form. -/
theorem shell_eq (R r : ℝ) :
    shell R r = (|r - R| + 1) * exp (-|r - R|) - (r + R + 1) * exp (-(r + R)) := by
  have hd : ∀ u : ℝ, HasDerivAt (expQuad 1 0 (-1) (-1)) (u * cusp u) u := fun u =>
    (hasDerivAt_expQuad 1 0 (-1) (-1) u).congr_deriv (by simp only [cusp, one_mul]; ring)
  have hc : Continuous fun u : ℝ => u * cusp u := by unfold cusp; fun_prop
  rw [shell, intervalIntegral.integral_eq_sub_of_hasDerivAt (fun u _ => hd u)
    (hc.intervalIntegrable _ _)]
  simp only [expQuad, one_mul]
  ring
```

## (c) A tail integral

Here $a$ denotes a lower limit and $c$ a shift, as in the code. For $a\ge0$ and $a+c\ge0$, show that $r(r+c)e^{-2r}$ is integrable over $r>a$ and that its integral is

$$T(a,c)=e^{-2a}\left[\frac{a^2}{2}+(1+c)\left(\frac a2+\frac14\right)\right].$$

Take $k=2$ and $p(r)=-\tfrac12r^2-\tfrac{1+c}2r-\tfrac{1+c}4$. Then

$$p'-2p=-r-\tfrac{1+c}2+r^2+(1+c)r+\tfrac{1+c}2=r(r+c),$$

so $F(r)=e^{-2r}p(r)$ is an antiderivative. It is a combination of $(2r)^ne^{-2r}$ with $n=2,1,0$, and each of these tends to zero as $r\to\infty$. For $r>a$ both factors $r$ and $r+c$ are positive under the two hypotheses. A non-negative function whose antiderivative has a finite limit is integrable, and the integral is $0-F(a)=T(a,c)$.

The hypotheses `ha` and `hc` enter only through the sign statement `hp`. `hd` is the antiderivative and `hl` its limit, assembled from `h 2`, `h 1` and `h 0` with weights $-\tfrac18$, $-\tfrac{1+c}4$ and $-\tfrac{1+c}4$. The lemmas `integrableOn_Ioi_deriv_of_nonneg'` and `integral_Ioi_of_hasDerivAt_of_nonneg'` turn these three facts into integrability and the value.

```lean
/-- For `a ≥ 0` and `a + c ≥ 0`, the function `r (r + c) exp (-2r)` is integrable over `r > a`
with integral `exp (-2a) (a²/2 + (1 + c)(a/2 + 1/4))`. -/
theorem tail_integral (a c : ℝ) (ha : 0 ≤ a) (hc : 0 ≤ a + c) :
    IntegrableOn (fun r : ℝ => r * (r + c) * exp (-(2 * r))) (Ioi a) ∧
    ∫ r in Ioi a, r * (r + c) * exp (-(2 * r))
      = exp (-(2 * a)) * (a ^ 2 / 2 + (1 + c) * (a / 2 + 1 / 4)) := by
  have hd : ∀ r ∈ Ici a, HasDerivAt (expQuad 2 (-1 / 2) (-(1 + c) / 2) (-(1 + c) / 4))
      (r * (r + c) * exp (-(2 * r))) r := fun r _ =>
    (hasDerivAt_expQuad _ _ _ _ r).congr_deriv (by ring)
  have hp : ∀ r ∈ Ioi a, 0 ≤ r * (r + c) * exp (-(2 * r)) := by
    intro r hr
    have hr' : a < r := hr
    exact mul_nonneg (mul_nonneg (by linarith) (by linarith)) (exp_pos _).le
  -- the primitive vanishes at infinity
  have h : ∀ n : ℕ, Tendsto (fun r : ℝ => (2 * r) ^ n * exp (-(2 * r))) atTop (𝓝 0) := fun n =>
    (tendsto_pow_mul_exp_neg_atTop_nhds_zero n).comp (tendsto_id.const_mul_atTop two_pos)
  have hl : Tendsto (expQuad 2 (-1 / 2) (-(1 + c) / 2) (-(1 + c) / 4)) atTop (𝓝 0) := by
    have h3 := (((h 2).const_mul (-1 / 8)).add ((h 1).const_mul (-(1 + c) / 4))).add
      ((h 0).const_mul (-(1 + c) / 4))
    simp only [mul_zero, add_zero] at h3
    refine h3.congr fun r => ?_
    simp only [expQuad]
    ring
  refine ⟨integrableOn_Ioi_deriv_of_nonneg' hd hp hl, ?_⟩
  rw [integral_Ioi_of_hasDerivAt_of_nonneg' hd hp hl]
  simp only [expQuad]
  ring
```

## (d) The closed form of the bipolar integral

For $R>0$, show that $f$ is integrable over $r>0$ and that $C(R)=g(R)$.

Insert (b) into $f$ and split the range at $r=R$, where the absolute value changes form. In both regions $e^{-r}e^{-(r+R)}=e^{-R}e^{-2r}$.

For $0<r\le R$ one has $|r-R|=R-r$ and $e^{-r}e^{-(R-r)}=e^{-R}$, so

$$f(r)=e^{-R}\left[r(R+1-r)-r(r+R+1)e^{-2r}\right].$$

The second term has the form in (c) with $c=R+1$, so an antiderivative is

$$e^{-R}\left[\frac{R+1}2r^2-\frac{r^3}3+e^{-2r}\left(\frac{r^2}2+\frac{2+R}2r+\frac{2+R}4\right)\right].$$

With the abbreviation $Q=\tfrac12R^2+(2+R)(\tfrac R2+\tfrac14)$, evaluation between $0$ and $R$ gives

$$\int_0^Rf\,dr=e^{-R}\left[\frac{R^3}6+\frac{R^2}2+e^{-2R}Q-\frac{2+R}4\right].$$

For $r>R$ one has $|r-R|=r-R$ and $e^{-r}e^{-(r-R)}=e^{R}e^{-2r}$, so

$$f(r)=e^{R}\,r(r+1-R)e^{-2r}-e^{-R}\,r(r+R+1)e^{-2r}.$$

Part (c) applies twice with $a=R$: for $c=1-R$, where $a+c=1$, and for $c=R+1$, where $a+c=2R+1$. Since $\tfrac12R^2+(2-R)(\tfrac R2+\tfrac14)=\tfrac34R+\tfrac12$,

$$\int_R^\infty f\,dr=e^RT(R,1-R)-e^{-R}T(R,R+1)=e^{-R}\left(\frac{3R}4+\frac12\right)-e^{-3R}Q .$$

In the sum the terms $e^{-3R}Q$ cancel, the constants $\pm\tfrac12$ cancel, and $\tfrac34R-\tfrac14R=\tfrac12R$. The total is $e^{-R}(R^3/6+R^2/2+R/2)$, and multiplication by $2\pi/R$ gives $g(R)$. The function $f$ is continuous on the bounded region and a difference of two integrable functions on the unbounded one, hence integrable over $r>0$.

The hypothesis `hR` says that the centres are distinct; it orders the two regions, supplies the sign conditions of (c) and allows the factor $R$ to cancel. `hf` inserts (b), `hd` and `near` treat $r\le R$, and `hfar` with `t1`, `t2` treats $r>R$. Each `linear_combination` step merges exponentials by `e1`, `e2` or `e3` and leaves a polynomial identity. In `total`, the additivity lemma `setIntegral_union` needs integrability on both regions, which `inear` and `ifar` provide. The normalised value $C/\pi=e^{-R}(1+R+R^2/3)$ is the overlap of two 1s Slater functions, for equal unit exponents and with the bipolar form taken as given.

```lean
/-- For `R > 0` the outer bipolar integrand is integrable over `r > 0`, and the convolution of
two cusps equals `π exp (-R) (1 + R + R² / 3)`. -/
theorem bipolarConv_eq (R : ℝ) (hR : 0 < R) :
    IntegrableOn (integrand R) (Ioi 0) ∧ bipolarConv R = closedForm R := by
  have hf : ∀ r, integrand R r = r * exp (-r) *
      ((|r - R| + 1) * exp (-|r - R|) - (r + R + 1) * exp (-(r + R))) := fun r => by
    rw [integrand, shell_eq, cusp]
  have hc : Continuous (integrand R) := by rw [funext hf]; fun_prop
  have e2 : ∀ r : ℝ, exp (-r) * exp (-(r + R)) = exp (-R) * exp (-(2 * r)) := fun r => by
    rw [← exp_add, ← exp_add]; congr 1; ring
  -- region r ≤ R: an explicit primitive
  have hd : ∀ r ∈ uIcc 0 R, HasDerivAt (fun r => exp (-R) * ((R + 1) / 2 * r ^ 2 - r ^ 3 / 3
      - expQuad 2 (-1 / 2) (-(2 + R) / 2) (-(2 + R) / 4) r)) (integrand R r) r := by
    intro r hr
    rw [uIcc_of_le hR.le] at hr
    have ha : |r - R| = R - r := by
      rw [abs_sub_comm]; exact abs_of_nonneg (by linarith [hr.2])
    have e1 : exp (-r) * exp (-(R - r)) = exp (-R) := by rw [← exp_add]; congr 1; ring
    refine (((((hasDerivAt_pow 2 r).const_mul ((R + 1) / 2)).fun_sub
      ((hasDerivAt_pow 3 r).div_const 3)).fun_sub
      (hasDerivAt_expQuad _ _ _ _ r)).const_mul (exp (-R))).congr_deriv ?_
    rw [hf, ha]
    linear_combination (-(r * (R - r + 1))) * e1 + r * (r + R + 1) * e2 r
  have near := intervalIntegral.integral_eq_sub_of_hasDerivAt hd (hc.intervalIntegrable _ _)
  rw [intervalIntegral.integral_of_le hR.le] at near
  -- region r > R: a difference of two tail integrals
  have hfar : EqOn (fun r => exp R * (r * (r + (1 - R)) * exp (-(2 * r)))
      - exp (-R) * (r * (r + (R + 1)) * exp (-(2 * r)))) (integrand R) (Ioi R) := by
    intro r hr
    have hr' : R < r := hr
    have ha : |r - R| = r - R := abs_of_nonneg (by linarith)
    have e1 : exp (-r) * exp (-(r - R)) = exp R * exp (-(2 * r)) := by
      rw [← exp_add, ← exp_add]; congr 1; ring
    rw [hf, ha]
    linear_combination (-(r * (r - R + 1))) * e1 + r * (r + R + 1) * e2 r
  obtain ⟨i1, t1⟩ := tail_integral R (1 - R) hR.le (by linarith)
  obtain ⟨i2, t2⟩ := tail_integral R (R + 1) hR.le (by linarith)
  have j1 := i1.const_mul (exp R)
  have j2 := i2.const_mul (exp (-R))
  have ifar : IntegrableOn (integrand R) (Ioi R) :=
    IntegrableOn.congr_fun (j1.sub j2) hfar measurableSet_Ioi
  have inear : IntegrableOn (integrand R) (Ioc 0 R) := hc.integrableOn_Ioc
  have e3 : exp R * exp (-(2 * R)) = exp (-R) := by rw [← exp_add]; congr 1; ring
  have total : ∫ r in Ioi (0 : ℝ), integrand R r
      = exp (-R) * (R ^ 3 / 6 + R ^ 2 / 2 + R / 2) := by
    rw [← Ioc_union_Ioi_eq_Ioi hR.le,
      setIntegral_union (Ioc_disjoint_Ioi le_rfl) measurableSet_Ioi inear ifar, near,
      ← setIntegral_congr_fun measurableSet_Ioi hfar, integral_sub j1 j2,
      integral_const_mul, integral_const_mul, t1, t2]
    simp only [expQuad, mul_zero, neg_zero, exp_zero]
    linear_combination (R ^ 2 / 2 + (1 + (1 - R)) * (R / 2 + 1 / 4)) * e3
  refine ⟨?_, ?_⟩
  · rw [← Ioc_union_Ioi_eq_Ioi hR.le]
    exact inear.union ifar
  · rw [bipolarConv, total, closedForm]
    field_simp
    ring
```

## (e) All derivatives of the closed form

Show that for every $n\ge0$ and all real $R$, $g^{(n)}(R)=\pi(-1)^ne^{-R}p_n(R)$, where $p_n(R)=\tfrac13R^2+\beta_nR+\gamma_n$, $\beta_n=1-\tfrac{2n}3$ and $\gamma_n=\tfrac13(n-1)(n-3)$.

For $n=0$, $\beta_0=1$ and $\gamma_0=1$, which reproduces $g$. For the step, (a) with $k=1$ gives $(e^{-R}p_n)'=-e^{-R}(p_n-p_n')$, and

$$p_n-p_n'=\tfrac13R^2+\left(\beta_n-\tfrac23\right)R+(\gamma_n-\beta_n).$$

Here $\beta_n-\tfrac23=\beta_{n+1}$, and $\gamma_n-\beta_n=\tfrac13(n^2-4n+3-3+2n)=\tfrac13n(n-2)=\gamma_{n+1}$. The minus sign raises $(-1)^n$ to $(-1)^{n+1}$.

In the statement $n$ is cast to a real number before the subtractions, so $n-1$ and $n-3$ are negative where they should be. The `succ` case differentiates the induction hypothesis `ih` by (a), and `ring` confirms the two recurrences.

```lean
/-- The `n`-th derivative of the closed form is
`π (-1)ⁿ exp (-R) (R²/3 + (1 - 2n/3) R + (n - 1)(n - 3)/3)`. -/
theorem iteratedDeriv_closedForm (n : ℕ) :
    iteratedDeriv n closedForm = fun R =>
      π * (-1) ^ n * expQuad 1 (1 / 3) (1 - 2 * n / 3) ((n - 1) * (n - 3) / 3) R := by
  induction n with
  | zero =>
    funext R
    simp only [iteratedDeriv_zero, closedForm, expQuad, one_mul, Nat.cast_zero]
    ring
  | succ n ih =>
    funext R
    rw [iteratedDeriv_succ, ih, ((hasDerivAt_expQuad 1 (1 / 3) (1 - 2 * n / 3)
      ((n - 1) * (n - 3) / 3) R).const_mul (π * (-1) ^ n)).deriv, pow_succ (-1 : ℝ) n]
    simp only [expQuad]
    push_cast
    ring
```

## (f) The Taylor coefficients

Show that $t_n=\pi(-1)^n(n-1)(n-3)/(3\,n!)$ for every $n\ge0$.

At $R=0$ in (e), $e^{-R}=1$ and $p_n(0)=\gamma_n$, and division by $n!$ gives the formula. It yields $t_0=\pi$, $t_1=0$, $t_2=-\pi/6$, $t_3=0$ and $t_4=\pi/24$. In the code, `simp [expQuad]` performs the evaluation at zero.

```lean
/-- The Taylor coefficient of `Rⁿ` is `π (-1)ⁿ (n - 1)(n - 3) / (3 n!)`. -/
theorem taylorCoeff_eq (n : ℕ) :
    taylorCoeff n = π * (-1) ^ n * ((n - 1) * (n - 3) / 3) / n.factorial := by
  rw [taylorCoeff, iteratedDeriv_closedForm]
  simp [expQuad]
```

## (g) The missing powers and the coefficient of $R^5$

Show that $t_n=0$ if and only if $n=1$ or $n=3$, and that $t_5=-\pi/45$.

The factors $\pi$, $(-1)^n$ and $1/(3\,n!)$ are never zero, so $t_n=0$ exactly when $(n-1)(n-3)=0$. For $n=5$, $t_5=-\pi\cdot4\cdot2/(3\cdot120)=-\pi/45$. The normalised expansion therefore begins $1-R^2/6+R^4/24-R^5/45$.

The equivalence ranges over all natural numbers, so it also states that every other coefficient, even or odd, differs from zero. The `simp` call removes the non-zero factors, `h3` carries the equation $n=3$ from the reals back to the naturals, and `h5` is $5!=120$.

```lean
/-- The Taylor coefficient of `Rⁿ` vanishes exactly for `n = 1` and `n = 3`, and that of `R⁵`
is `-π / 45`. -/
theorem taylorCoeff_odd :
    (∀ n, taylorCoeff n = 0 ↔ n = 1 ∨ n = 3) ∧ taylorCoeff 5 = -π / 45 := by
  constructor
  · intro n
    rw [taylorCoeff_eq]
    have h3 : (n : ℝ) = 3 ↔ n = 3 :=
      ⟨fun h => by exact_mod_cast h, fun h => by exact_mod_cast h⟩
    simp [pi_ne_zero, Nat.factorial_ne_zero, sub_eq_zero, h3]
  · have h5 : ((Nat.factorial 5 : ℕ) : ℝ) = 120 := by norm_num [Nat.factorial]
    rw [taylorCoeff_eq, h5]
    push_cast
    ring
```

## (h) The series sums to the integral

For $R>0$, show that $\sum_{n\ge0}t_nR^n$ converges to $C(R)$.

Put $x=-R$ and use $(n-1)(n-3)=n(n-1)-3n+3$, so that

$$t_nR^n=\frac\pi3\,\frac{n(n-1)x^n}{n!}-\pi\,\frac{nx^n}{n!}+\pi\,\frac{x^n}{n!}.$$

The last fractions sum to $e^x$. In the middle series the term $n=0$ vanishes, and the shift $n\to n+1$ gives $(n+1)x^{n+1}/(n+1)!=x\cdot x^n/n!$, with sum $xe^x$. The same shift in the first series gives $(n+1)n\,x^{n+1}/(n+1)!=x\cdot nx^n/n!$, with sum $x^2e^x$. Together these give $\pi e^{-R}(R^2/3+R+1)=g(R)$, which is $C(R)$ by (d).

`HasSum` means convergence independent of the order of the terms, which for real series is absolute convergence. `h0`, `h1` and `h2` are the three series, and `hasSum_nat_add_iff' 1` is the index shift. The hypothesis `hR` is used only to invoke `bipolarConv_eq`.

```lean
/-- For every `R > 0` the Taylor series converges to the bipolar convolution of two cusps. -/
theorem hasSum_taylor (R : ℝ) (hR : 0 < R) :
    HasSum (fun n => taylorCoeff n * R ^ n) (bipolarConv R) := by
  have hn : ∀ n : ℕ, (n.factorial : ℝ) ≠ 0 ∧ (n : ℝ) + 1 ≠ 0 := fun n =>
    ⟨by positivity, by positivity⟩
  have h0 : ∀ x : ℝ, HasSum (fun n : ℕ => x ^ n / n.factorial) (exp x) := fun x => by
    rw [Real.exp_eq_exp_ℝ]
    exact NormedSpace.expSeries_div_hasSum_exp x
  -- shifted exponential series
  have h1 : ∀ x : ℝ, HasSum (fun n : ℕ => (n : ℝ) * x ^ n / n.factorial) (x * exp x) := by
    intro x
    rw [← hasSum_nat_add_iff' 1]
    convert (h0 x).mul_left x using 1
    · rfl
    · funext n
      obtain ⟨p, q⟩ := hn n
      simp only [Nat.factorial_succ]
      push_cast
      field_simp
      ring
    · simp
  have h2 : ∀ x : ℝ, HasSum (fun n : ℕ => (n : ℝ) * (n - 1) * x ^ n / n.factorial)
      (x * (x * exp x)) := by
    intro x
    rw [← hasSum_nat_add_iff' 1]
    convert (h1 x).mul_left x using 1
    · rfl
    · funext n
      obtain ⟨p, q⟩ := hn n
      simp only [Nat.factorial_succ]
      push_cast
      field_simp
      ring
    · simp
  -- (n - 1)(n - 3) = n (n - 1) - 3 n + 3
  rw [(bipolarConv_eq R hR).2]
  convert (((h2 (-R)).mul_left (π / 3)).sub ((h1 (-R)).mul_left π)).add
    ((h0 (-R)).mul_left π) using 1
  · rfl
  · funext n
    rw [taylorCoeff_eq, neg_pow R n]
    ring
  · rw [closedForm]
    ring

end

end CuspConvolution
```

```lean
#print axioms CuspConvolution.taylorCoeff_odd
#print axioms CuspConvolution.hasSum_taylor
```

```
'CuspConvolution.taylorCoeff_odd' depends on axioms: [propext, Classical.choice, Quot.sound]
'CuspConvolution.hasSum_taylor' depends on axioms: [propext, Classical.choice, Quot.sound]
```

## Density matrices and a three-dimensional definition

What follows is interpretation and goes further than the theorems above. For a real two-particle function $\psi(\mathbf x,\mathbf y)$ the one-particle density matrix is $\gamma(\mathbf x,\mathbf x')=\int\psi(\mathbf x,\mathbf y)\psi(\mathbf x',\mathbf y)\,d^3y$, and the natural orbitals are its eigenfunctions. In the spinless, translation-invariant model $\psi=e^{-|\mathbf x-\mathbf y|}$, which has no nuclei and is not normalisable, $\gamma$ is, by the bipolar change of variables, $C(|\mathbf x-\mathbf x'|)$ for $\mathbf x\ne\mathbf x'$ and $\int e^{-2r}\,d^3x=\pi=g(0)$ on the diagonal, hence $g(|\mathbf x-\mathbf x'|)$ everywhere. Even powers of $R=|\mathbf x-\mathbf x'|$ are polynomials in the Cartesian components and odd powers are not smooth at $R=0$, so in this model the singularity on the diagonal begins at $-\pi R^5/45$. The theorems say nothing about Coulombic wave functions, unequal exponents or occupation numbers.

An alternative definition takes $C$ as the Lebesgue integral of $e^{-|\mathbf x|}e^{-|\mathbf x-\mathbf d|}$ over three-dimensional Euclidean space, for a displacement vector $\mathbf d$. The passage to bipolar coordinates would then be a theorem, needing the spherical volume element, the substitution from $\theta$ to $u$ and the fact that the result depends on $\mathbf d$ only through its length. In return the integral would have its own value $\pi$ at $\mathbf d=0$, the restriction $R>0$ could be relaxed to $R\ge0$, and smoothness at coincident centres could be posed as a question about a function of the vector $\mathbf d$. Parts (a) to (h) would remain as the radial computation.
